# In a linear-response model, sharing a core hole between equivalent sites never lowers its relaxed energy

## Stiffness, force and relaxed energy

Let x be a real vector with finitely many components that describes the valence response to a core hole. The stiffness A is a real symmetric positive definite matrix, and the vector b is the force that the hole exerts on the response coordinates. The energy at displacement x is

x·Ax/2 − b·x

and the relaxed energy is its infimum over all displacements:

F(b) = inf_x (x·Ax/2 − b·x).

The zero of energy is the unrelaxed hole, so F(b) is never positive. Positive definiteness means that, without the hole, every nonzero displacement of the valence system costs energy, as it does around a stable ground state.

## A hole on one site or on several

A hole localized on site i exerts the force bᵢ. If a fraction wᵢ of the hole sits on each site, with the fractions summing to one, the valence system feels the averaged force Σᵢ wᵢbᵢ. This takes the force to be linear in the hole density. Equivalent sites have equal localized energies F(bᵢ).

The model contains only the relaxation energy. It omits hopping between core orbitals, which can favour a delocalized hole, and any change in the hole's own energy when it is divided. The shared hole is a static fractional charge distribution, which differs from a quantum superposition of separately relaxed localized states.

For core-level calculations that put half a hole on each of two equivalent atoms, the result gives the relaxation energy that is missed, provided that the response is linear and the omitted terms are negligible.

## The energy of sharing

For two sites with F(b₁) = F(b₂),

F((b₁+b₂)/2) − F(b₁) = (b₁−b₂)·A⁻¹(b₁−b₂)/8 ≥ 0,

with equality exactly when b₁ = b₂. For finitely many sites with common localized energy E and Σᵢ wᵢ = 1,

F(Σᵢ wᵢbᵢ) − E = (1/4) Σᵢⱼ wᵢwⱼ (bᵢ−bⱼ)·A⁻¹(bᵢ−bⱼ).

If all weights are positive, the right-hand side is nonnegative, and it vanishes exactly when all forces coincide.

In Lean, displacements and forces have type `n → ℝ`, where `n` labels the response coordinates, and `ι` labels the sites. The symbols `⬝ᵥ` and `*ᵥ` are the dot product and the action of a matrix on a vector. The functions `energy A b` and `relaxedEnergy A b` are the energy above and F(b). The hypothesis `A.PosDef` includes the symmetry of A.

The two-site statement is `shared_hole_above_localized`, whose hypothesis `h` is the equality of the localized energies. The many-site identity is `shared_hole_many_sites`; it puts no sign condition on the weights. The inequality and the equality case are in `shared_hole_many_sites_ge`, where `hpos` makes every weight positive.

## Completing the square

Put y = A⁻¹b, so that Ay = b. By the symmetry of A, y·Ax = x·Ay = b·x. Therefore

(x−y)·A(x−y) = x·Ax − 2b·x + b·A⁻¹b,

and the energy becomes

x·Ax/2 − b·x = −b·A⁻¹b/2 + (x−y)·A(x−y)/2.

The last term is nonnegative and vanishes at x = y. The infimum is thus attained, and

F(b) = −b·A⁻¹b/2.

The inverse is positive definite too: for v ≠ 0 the vector u = A⁻¹v is nonzero, and v·A⁻¹v = u·Au > 0.

## Two sites

Equal localized energies mean that b₁·A⁻¹b₁ = b₂·A⁻¹b₂. Call this number q, and let c = b₁·A⁻¹b₂. Then

F((b₁+b₂)/2) = −(1/8)(2q + 2c) = −(q+c)/4,

F(b₁) = −q/2,

so the difference is (q−c)/4. On the other side,

(b₁−b₂)·A⁻¹(b₁−b₂) = 2q − 2c,

and one eighth of this is again (q−c)/4. Positive definiteness of A⁻¹ gives the sign and the equality case.

## Several sites

Write cᵢⱼ = bᵢ·A⁻¹bⱼ. The common energy fixes the diagonal, cᵢᵢ = −2E, and hence

(bᵢ−bⱼ)·A⁻¹(bᵢ−bⱼ) = −4E − 2cᵢⱼ.

Multiply by wᵢwⱼ and sum over i and j. Since the weights sum to one,

Σᵢⱼ wᵢwⱼ (bᵢ−bⱼ)·A⁻¹(bᵢ−bⱼ) = −4E − 2 Σᵢⱼ wᵢwⱼcᵢⱼ.

The relaxed energy of the shared hole is −(1/2) Σᵢⱼ wᵢwⱼcᵢⱼ, so the right-hand side is 4(F(Σᵢ wᵢbᵢ) − E). Division by four gives the identity.

For positive weights every term of the sum is nonnegative. A zero total forces every term to vanish, and then bᵢ = bⱼ for each pair. Conversely, coinciding forces make every term zero.

The prefactor is easily got wrong by a factor of two. The sum runs over ordered pairs, so each pair of distinct sites occurs twice; a sum restricted to i < j needs the prefactor 1/2. With two weights of 1/2, both versions give the 1/8 of the two-site formula.

## Equal energies from symmetry

Let P be an orthogonal matrix, PᵀP = 1, that commutes with A. Multiplying PA = AP by A⁻¹ from both sides gives A⁻¹P = PA⁻¹, and so

(Pb)·A⁻¹(Pb) = (Pb)·P(A⁻¹b) = b·A⁻¹b.

Thus F(Pb) = F(b). If a symmetry of the valence system carries the force of one site to that of another, the two localized energies are equal.

An example has two response coordinates, stiffness rows (2,1) and (1,2), and forces b₁ = (1,0) and b₂ = (0,1), which are exchanged by swapping the coordinates. Each localized hole has relaxed energy −1/3, the evenly shared one has −1/12, and the difference is 1/4.

## Sites with different energies

Positive definiteness of A alone does not give F(b₁) ≤ F((b₁+b₂)/2). Take one response coordinate with A = 1, b₁ = 1 and b₂ = 3. Then F(b₁) = −1/2, while the shared force is 2 and has relaxed energy −2. The shared hole lies below the first localized hole because the second site relaxes more strongly.

## The Lean file

```lean
import Mathlib

open Matrix

namespace CoreHoleLocalization

noncomputable section

variable {n ι : Type*} [Fintype n] [Fintype ι]

/-- Energy of a linear-response medium with stiffness `A` and displacement `x`,
driven by the force `b` of a core hole. -/
def energy (A : Matrix n n ℝ) (b x : n → ℝ) : ℝ :=
  (x ⬝ᵥ A *ᵥ x) / 2 - b ⬝ᵥ x

/-- Relaxed energy: the infimum of the energy over all displacements, for a positive
definite stiffness `A`. -/
def relaxedEnergy (A : Matrix n n ℝ) (b : n → ℝ) : ℝ :=
  ⨅ x, energy A b x

/-- A real symmetric matrix couples two vectors in the same way in either order. -/
theorem coupling_symm {M : Matrix n n ℝ} (hM : M.IsHermitian) (u v : n → ℝ) :
    u ⬝ᵥ M *ᵥ v = v ⬝ᵥ M *ᵥ u := by
  have h : Mᵀ = M := by
    rw [← Matrix.conjTranspose_eq_transpose_of_trivial]
    exact hM.eq
  rw [Matrix.dotProduct_mulVec, ← Matrix.mulVec_transpose, h, dotProduct_comm]

/-- The quadratic form of a positive definite matrix is nonnegative and vanishes only
at the zero vector. -/
theorem quadratic_nonneg {M : Matrix n n ℝ} (hM : M.PosDef) (x : n → ℝ) :
    0 ≤ x ⬝ᵥ M *ᵥ x ∧ (x ⬝ᵥ M *ᵥ x = 0 ↔ x = 0) := by
  by_cases hx : x = 0
  · subst hx
    simp
  · have h := hM.dotProduct_mulVec_pos hx
    rw [star_trivial] at h
    exact ⟨h.le, iff_of_false h.ne' hx⟩

variable [DecidableEq n]

/-- For positive definite stiffness, the energy is a constant plus the elastic energy of
the deviation from the displacement `A⁻¹ b`. -/
theorem energy_eq_square {A : Matrix n n ℝ} (hA : A.PosDef) (b x : n → ℝ) :
    energy A b x = -(b ⬝ᵥ A⁻¹ *ᵥ b) / 2
      + ((x - A⁻¹ *ᵥ b) ⬝ᵥ A *ᵥ (x - A⁻¹ *ᵥ b)) / 2 := by
  have hy : A *ᵥ (A⁻¹ *ᵥ b) = b := by
    rw [Matrix.mulVec_mulVec, Matrix.mul_nonsing_inv A hA.det_pos.ne'.isUnit,
      Matrix.one_mulVec]
  have hs := coupling_symm hA.isHermitian (A⁻¹ *ᵥ b) x
  rw [hy] at hs
  unfold energy
  simp only [Matrix.mulVec_sub, sub_dotProduct, dotProduct_sub, hy, hs]
  rw [dotProduct_comm b x, dotProduct_comm b (A⁻¹ *ᵥ b)]
  ring

/-- For positive definite stiffness, the energy attains its minimum over all
displacements, with the value `-b·A⁻¹b/2`. -/
theorem energy_isLeast {A : Matrix n n ℝ} (hA : A.PosDef) (b : n → ℝ) :
    IsLeast (Set.range (energy A b)) (-(b ⬝ᵥ A⁻¹ *ᵥ b) / 2) := by
  constructor
  · refine ⟨A⁻¹ *ᵥ b, ?_⟩
    rw [energy_eq_square hA]
    simp
  · rintro _ ⟨x, rfl⟩
    rw [energy_eq_square hA]
    have h := (quadratic_nonneg hA (x - A⁻¹ *ᵥ b)).1
    linarith

/-- For positive definite stiffness, the relaxed energy is `-b·A⁻¹b/2`. -/
theorem relaxedEnergy_eq {A : Matrix n n ℝ} (hA : A.PosDef) (b : n → ℝ) :
    relaxedEnergy A b = -(b ⬝ᵥ A⁻¹ *ᵥ b) / 2 :=
  (energy_isLeast hA b).csInf_eq

/-- Two sites: if the stiffness is positive definite and the two localized holes have equal
relaxed energies, the evenly shared hole lies above them by `(b₁-b₂)·A⁻¹(b₁-b₂)/8`. This is
nonnegative and vanishes only when the two forces coincide. -/
theorem shared_hole_above_localized {A : Matrix n n ℝ} (hA : A.PosDef) (b₁ b₂ : n → ℝ)
    (h : relaxedEnergy A b₁ = relaxedEnergy A b₂) :
    relaxedEnergy A ((1 / 2 : ℝ) • (b₁ + b₂)) - relaxedEnergy A b₁
        = ((b₁ - b₂) ⬝ᵥ A⁻¹ *ᵥ (b₁ - b₂)) / 8
      ∧ relaxedEnergy A b₁ ≤ relaxedEnergy A ((1 / 2 : ℝ) • (b₁ + b₂))
      ∧ (relaxedEnergy A ((1 / 2 : ℝ) • (b₁ + b₂)) = relaxedEnergy A b₁ ↔ b₁ = b₂) := by
  have key : relaxedEnergy A ((1 / 2 : ℝ) • (b₁ + b₂)) - relaxedEnergy A b₁
      = ((b₁ - b₂) ⬝ᵥ A⁻¹ *ᵥ (b₁ - b₂)) / 8 := by
    simp only [relaxedEnergy_eq hA] at h ⊢
    simp only [Matrix.mulVec_smul, Matrix.mulVec_add, Matrix.mulVec_sub, dotProduct_add,
      add_dotProduct, dotProduct_sub, sub_dotProduct, smul_dotProduct, dotProduct_smul,
      smul_eq_mul]
    linear_combination (-1 / 2 : ℝ) * h
  obtain ⟨h0, h1⟩ := quadratic_nonneg hA.inv (b₁ - b₂)
  refine ⟨key, by linarith, fun e => ?_, fun e => ?_⟩
  · exact sub_eq_zero.1 (h1.1 (by linarith))
  · have h2 := h1.2 (sub_eq_zero.2 e)
    linarith

/-- Many sites: for positive definite stiffness, weights summing to one and a common
localized energy `E`, the shared hole differs from `E` by a weighted sum over pairs of
sites of the quadratic form of `A⁻¹` in the force differences. -/
theorem shared_hole_many_sites {A : Matrix n n ℝ} (hA : A.PosDef) (b : ι → n → ℝ)
    (w : ι → ℝ) (hw : ∑ i, w i = 1) (E : ℝ) (h : ∀ i, relaxedEnergy A (b i) = E) :
    relaxedEnergy A (∑ i, w i • b i) - E
      = (1 / 4) * ∑ i, ∑ j, w i * w j * ((b i - b j) ⬝ᵥ A⁻¹ *ᵥ (b i - b j)) := by
  have hI := hA.inv.isHermitian
  have lin : ∀ v, (∑ i, w i • b i) ⬝ᵥ v = ∑ i, w i * (b i ⬝ᵥ v) := by
    intro v
    simp only [sum_dotProduct, smul_dotProduct, smul_eq_mul]
  -- the response to the shared force, expanded over pairs of sites
  have hexp : (∑ i, w i • b i) ⬝ᵥ A⁻¹ *ᵥ (∑ i, w i • b i)
      = ∑ i, ∑ j, w i * w j * (b i ⬝ᵥ A⁻¹ *ᵥ b j) := by
    rw [lin]
    refine Finset.sum_congr rfl fun i _ => ?_
    rw [coupling_symm hI (b i) (∑ i, w i • b i), lin, Finset.mul_sum]
    refine Finset.sum_congr rfl fun j _ => ?_
    rw [coupling_symm hI (b j) (b i)]
    ring
  -- equal localized energies fix the diagonal terms
  have hq : ∀ i, b i ⬝ᵥ A⁻¹ *ᵥ b i = -2 * E := by
    intro i
    have hi := h i
    rw [relaxedEnergy_eq hA] at hi
    linarith
  have hd : ∀ i j, (b i - b j) ⬝ᵥ A⁻¹ *ᵥ (b i - b j)
      = -4 * E - 2 * (b i ⬝ᵥ A⁻¹ *ᵥ b j) := by
    intro i j
    simp only [Matrix.mulVec_sub, dotProduct_sub, sub_dotProduct]
    linear_combination hq i + hq j - coupling_symm hI (b j) (b i)
  have hsum : ∑ i, ∑ j, w i * w j * ((b i - b j) ⬝ᵥ A⁻¹ *ᵥ (b i - b j))
      = -4 * E * ((∑ i, w i) * ∑ j, w j)
        - 2 * ∑ i, ∑ j, w i * w j * (b i ⬝ᵥ A⁻¹ *ᵥ b j) := by
    rw [Finset.sum_mul_sum]
    simp only [Finset.mul_sum, ← Finset.sum_sub_distrib]
    refine Finset.sum_congr rfl fun i _ => Finset.sum_congr rfl fun j _ => ?_
    rw [hd]
    ring
  rw [relaxedEnergy_eq hA, hexp, hsum, hw]
  ring

/-- For positive definite stiffness, positive weights summing to one and a common localized
energy `E`, the shared hole is never below `E`, and equals it only if all forces coincide. -/
theorem shared_hole_many_sites_ge {A : Matrix n n ℝ} (hA : A.PosDef) (b : ι → n → ℝ)
    (w : ι → ℝ) (hpos : ∀ i, 0 < w i) (hw : ∑ i, w i = 1) (E : ℝ)
    (h : ∀ i, relaxedEnergy A (b i) = E) :
    E ≤ relaxedEnergy A (∑ i, w i • b i)
      ∧ (relaxedEnergy A (∑ i, w i • b i) = E ↔ ∀ i j, b i = b j) := by
  have hid := shared_hole_many_sites hA b w hw E h
  have hn : ∀ i j, 0 ≤ w i * w j * ((b i - b j) ⬝ᵥ A⁻¹ *ᵥ (b i - b j)) := fun i j =>
    mul_nonneg (mul_pos (hpos i) (hpos j)).le (quadratic_nonneg hA.inv _).1
  have hs : 0 ≤ ∑ i, ∑ j, w i * w j * ((b i - b j) ⬝ᵥ A⁻¹ *ᵥ (b i - b j)) :=
    Finset.sum_nonneg fun i _ => Finset.sum_nonneg fun j _ => hn i j
  refine ⟨by linarith, fun e i j => ?_, fun hall => ?_⟩
  · -- a vanishing sum of nonnegative pair terms vanishes term by term
    have h0 : ∑ i, ∑ j, w i * w j * ((b i - b j) ⬝ᵥ A⁻¹ *ᵥ (b i - b j)) = 0 := by
      linarith
    have h1 := (Finset.sum_eq_zero_iff_of_nonneg
      (fun i _ => Finset.sum_nonneg fun j _ => hn i j)).1 h0 i (Finset.mem_univ i)
    have h2 := (Finset.sum_eq_zero_iff_of_nonneg
      (fun j _ => hn i j)).1 h1 j (Finset.mem_univ j)
    have h3 := (mul_eq_zero.1 h2).resolve_left (mul_pos (hpos i) (hpos j)).ne'
    exact sub_eq_zero.1 ((quadratic_nonneg hA.inv _).2.1 h3)
  · have h0 : ∑ i, ∑ j, w i * w j * ((b i - b j) ⬝ᵥ A⁻¹ *ᵥ (b i - b j)) = 0 := by
      refine Finset.sum_eq_zero fun i _ => Finset.sum_eq_zero fun j _ => ?_
      rw [hall i j]
      simp
    rw [h0] at hid
    linarith

/-- An orthogonal symmetry that commutes with the positive definite stiffness carries a
core-hole force to one with the same relaxed energy. -/
theorem relaxedEnergy_symmetry {A P : Matrix n n ℝ} (hA : A.PosDef) (hP : Pᵀ * P = 1)
    (hc : P * A = A * P) (b : n → ℝ) :
    relaxedEnergy A (P *ᵥ b) = relaxedEnergy A b := by
  have h1 : A⁻¹ * A = 1 := Matrix.nonsing_inv_mul A hA.det_pos.ne'.isUnit
  have h2 : A * A⁻¹ = 1 := Matrix.mul_nonsing_inv A hA.det_pos.ne'.isUnit
  -- the symmetry also commutes with the response matrix
  have hinv : A⁻¹ * P = P * A⁻¹ := by
    calc A⁻¹ * P = A⁻¹ * (P * A) * A⁻¹ := by rw [mul_assoc, mul_assoc, h2, mul_one]
      _ = P * A⁻¹ := by rw [hc, ← mul_assoc A⁻¹ A P, h1, one_mul]
  rw [relaxedEnergy_eq hA, relaxedEnergy_eq hA, Matrix.mulVec_mulVec, hinv,
    ← Matrix.mulVec_mulVec, Matrix.dotProduct_mulVec (P *ᵥ b), ← Matrix.mulVec_transpose,
    Matrix.mulVec_mulVec, hP, Matrix.one_mulVec]

/-- Two coupled sites with stiffness rows `(2,1)` and `(1,2)`: the stiffness is positive
definite, and the site exchange is an orthogonal symmetry that moves the force `(1,0)`. -/
theorem relaxedEnergy_symmetry_witness :
    (!![2, 1; 1, 2] : Matrix (Fin 2) (Fin 2) ℝ).PosDef
      ∧ (!![0, 1; 1, 0] : Matrix (Fin 2) (Fin 2) ℝ)ᵀ * !![0, 1; 1, 0] = 1
      ∧ (!![0, 1; 1, 0] : Matrix (Fin 2) (Fin 2) ℝ) * !![2, 1; 1, 2]
        = !![2, 1; 1, 2] * !![0, 1; 1, 0]
      ∧ (!![0, 1; 1, 0] : Matrix (Fin 2) (Fin 2) ℝ) *ᵥ ![1, 0] ≠ ![1, 0] := by
  refine ⟨?_, ?_, ?_, ?_⟩
  · rw [Matrix.posDef_iff_dotProduct_mulVec]
    refine ⟨Matrix.IsHermitian.ext fun i j => by fin_cases i <;> fin_cases j <;> simp,
      fun x hx => ?_⟩
    have hv : star x ⬝ᵥ (!![2, 1; 1, 2] : Matrix (Fin 2) (Fin 2) ℝ) *ᵥ x
        = x 0 ^ 2 + x 1 ^ 2 + (x 0 + x 1) ^ 2 := by
      simp [Matrix.mulVec, dotProduct, Fin.sum_univ_two]
      ring
    rw [hv]
    by_contra hneg
    have h0 : x 0 = 0 := (pow_eq_zero_iff two_ne_zero).1 (by
      linarith [sq_nonneg (x 0), sq_nonneg (x 1), sq_nonneg (x 0 + x 1)])
    have h1 : x 1 = 0 := (pow_eq_zero_iff two_ne_zero).1 (by
      linarith [sq_nonneg (x 0), sq_nonneg (x 1), sq_nonneg (x 0 + x 1)])
    apply hx
    ext i
    fin_cases i
    · simpa using h0
    · simpa using h1
  · ext i j
    fin_cases i <;> fin_cases j <;> simp [Matrix.mul_apply, Fin.sum_univ_two]
  · ext i j
    fin_cases i <;> fin_cases j <;> simp [Matrix.mul_apply, Fin.sum_univ_two]
  · intro h
    have h0 := congrFun h 0
    simp [Matrix.mulVec, dotProduct, Fin.sum_univ_two] at h0

end

end CoreHoleLocalization
```

```lean
#print axioms CoreHoleLocalization.shared_hole_above_localized
-- 'CoreHoleLocalization.shared_hole_above_localized' depends on axioms: [propext, Classical.choice, Quot.sound]
#print axioms CoreHoleLocalization.shared_hole_many_sites_ge
-- 'CoreHoleLocalization.shared_hole_many_sites_ge' depends on axioms: [propext, Classical.choice, Quot.sound]
#print axioms CoreHoleLocalization.relaxedEnergy_symmetry
-- 'CoreHoleLocalization.relaxedEnergy_symmetry' depends on axioms: [propext, Classical.choice, Quot.sound]
```

## From the square to the pair sum in Lean

`coupling_symm` is the exchange u·Mv = v·Mu for a symmetric matrix. `quadratic_nonneg` treats the zero vector separately and uses positive definiteness for every other vector. Applied to `hA.inv`, it gives the same property for the response matrix A⁻¹.

In `energy_eq_square`, `hy` states that A(A⁻¹b) = b, and `hs` is the symmetry step for the cross term. After the dot products are expanded, `ring` confirms the completed square. `energy_isLeast` then shows that the value −b·A⁻¹b/2 is reached at A⁻¹b and that no displacement goes below it. `relaxedEnergy_eq` turns this minimum into the formula for the infimum.

The identity `key` in the two-site theorem comes from expanding both sides and using `linear_combination` with the hypothesis of equal energies. The cross terms agree on both sides, so only the two diagonal terms need that hypothesis. The remaining claims follow from `quadratic_nonneg` for b₁−b₂.

In the many-site theorem, `hexp` expands the shared response into cᵢⱼ, `hq` fixes the diagonal terms, and `hd` rewrites each force difference. `hsum` carries out the weighted double sum, with the product of the two weight sums kept explicit until `hw` sets it to one. For the equality case, `shared_hole_many_sites_ge` applies `Finset.sum_eq_zero_iff_of_nonneg` twice, first to the outer sum and then to the inner one. It then cancels the positive weights.

`relaxedEnergy_symmetry` first derives `hinv`, the commutation of P with A⁻¹, and then moves P across the dot product, where PᵀP becomes the identity. `relaxedEnergy_symmetry_witness` checks the hypotheses for the coupled two-coordinate example. There, positive definiteness follows from

x·Ax = x₀² + x₁² + (x₀+x₁)²,

which can only fail to be positive if both components vanish. Its last part shows that the exchange really moves the force (1,0), so the symmetry relates two distinct holes.
